# Twice the geminal creation operator of an antisymmetric pairing matrix is the unrestricted double sum over modes

A geminal creation operator creates a pair of fermions; here it is the sum over `i < j` of `A i j • (t i * t j)`, with finitely many modes and no normalisation imposed on the coefficients. The operators `t i` are elements of an algebra over a field, assumed only to square to zero and to anticommute when their indices differ. The lemma says that if `A` is antisymmetric, twice this operator equals the sum of the same terms over all ordered pairs `i, j`. The attempt proves an identity `key` that writes each term as a part for `i < j` plus a part for `j < i`, then splits the double sum and shows by exchanging the summations that the second part is again the geminal.

Lean 4 with Mathlib refuses this proof:

```lean
import Mathlib

open Equiv

namespace TwoSmulGeminal

noncomputable section

variable {K R : Type*} [Field K] [Ring R] [Algebra K R] {m n : ℕ}

/-- Fermionic creation operators: each squares to zero and different ones anticommute. -/
structure Modes (t : Fin m → R) : Prop where
  sq : ∀ i, t i * t i = 0
  anti : ∀ i j, i ≠ j → t i * t j = -(t j * t i)

/-- The geminal creation operator: the sum over `i < j` of `A i j` times `t i * t j`. -/
def geminal (A : Matrix (Fin m) (Fin m) K) (t : Fin m → R) : R :=
  ∑ i, ∑ j, if i < j then A i j • (t i * t j) else 0

private theorem Modes.swap {t : Fin m → R} (ht : Modes t) (i j : Fin m) :
    t i * t j = -(t j * t i) := by
  by_cases h : i = j
  · subst h
    rw [ht.sq, neg_zero]
  · exact ht.anti i j h

/-- For an antisymmetric pairing matrix, twice the geminal is the unrestricted double sum over
modes. -/
theorem two_smul_geminal {A : Matrix (Fin m) (Fin m) K} (hA : A.transpose = -A)
    {t : Fin m → R} (ht : Modes t) :
    (2 : K) • geminal A t = ∑ i, ∑ j, A i j • (t i * t j) := by
  have key : ∀ i j, A i j • (t i * t j) = (if i < j then A i j • (t i * t j) else 0) +
      (if j < i then A j i • (t j * t i) else 0) := fun i j => by
    have hij : A i j = -A j i := congrFun (congrFun hA j) i
    rcases lt_trichotomy i j with h | h | h
    · rw [if_pos h, if_neg (lt_asymm h), add_zero]
    · subst h
      simp [ht.sq]
    · rw [if_neg (lt_asymm h), if_pos h, zero_add, hij, ht.swap i j, neg_smul, smul_neg, neg_neg]
  have h2 : ∑ i, ∑ j, (if j < i then A j i • (t j * t i) else 0) = geminal A t :=
    Finset.sum_comm
  simp_rw [key, Finset.sum_add_distrib]
  rw [h2, two_smul]
  rfl

end

end TwoSmulGeminal
```

The error:

```
Main.lean:42:11: error: Tactic `simp` failed with a nested error:
maximum recursion depth has been reached
use `set_option maxRecDepth <num>` to increase limit
use `set_option diagnostics true` to get diagnostic information
```

The error is at `key` in the `simp_rw` call: the simplifier reached its maximum recursion depth. The identity `key` is true, but it does not work as a repeated rewrite rule. Its left side, `A i j • (t i * t j)`, occurs again on its right side inside the first `if`, and the second `if` holds a term of the same form with the indices exchanged. Each rewrite therefore leaves new terms for `key` to rewrite, and the process never ends.

The repair uses `key` exactly once for each pair of indices. `symm` puts the double sum on the left of the goal, where `.trans` can replace it, and the two nested uses of `Finset.sum_congr` apply `key i j` under both sums. `simp only [Finset.sum_add_distrib]` then splits the sums without having `key` as a rule, so the loop cannot arise. The closing steps are unchanged: `h2` turns the second sum into `geminal A t`, `two_smul` writes the doubled geminal as a sum of two, and `rfl` identifies the remaining sum with the definition of `geminal`.

After these edits no error is left:

```diff
@@ -40,5 +40,7 @@
   have h2 : ∑ i, ∑ j, (if j < i then A j i • (t j * t i) else 0) = geminal A t :=
     Finset.sum_comm
-  simp_rw [key, Finset.sum_add_distrib]
+  symm
+  refine (Finset.sum_congr rfl fun i _ => Finset.sum_congr rfl fun j _ => key i j).trans ?_
+  simp only [Finset.sum_add_distrib]
   rw [h2, two_smul]
   rfl
```
